# For point atoms of nonnegative weight, real unitary structure factors \(U(h)\), \(U(k)\), \(U(h+k)\) whose squares sum to more than one have a positive product

An X-ray diffraction experiment on a crystal records intensities. After the usual corrections and scaling, these give the moduli of the structure factors but not their phases, and the phases are needed to compute the electron density. If the crystal has an inversion centre, the origin is placed there and anomalous scattering is negligible, every structure factor is real, and the missing phase is only a sign. Can the moduli of three reflections \(h\), \(k\) and \(h+k\) say anything about their signs? For point atoms they can when the moduli are large enough, because all three numbers are averages over the same atoms with the same nonnegative weights.

## Point atoms and their phase factors

Take finitely many atoms (for a crystal, those of one unit cell), labelled by \(j\), at positions \(x_j\in\mathbb R^d\). Their weights \(w_j\) are real, and the theorems below assume \(w_j\ge 0\) and \(\sum_j w_j=1\) where they need it. The weight \(w_j\) is the share of atom \(j\) in the total forward scattering. In the code `ι` is the set of labels, `w` gives the weights and `x` the positions.

```lean
import Mathlib

open Matrix
open scoped ComplexConjugate

namespace TripletSignRelation

noncomputable section

variable {ι : Type*} [Fintype ι] {d : ℕ} {w : ι → ℝ} {x : ι → Fin d → ℝ}
```

In the kinematic approximation, an atom at \(r\) contributes to the scattering vector \(h\) the phase factor

\[
e^{ih\cdot r}.
\]

The usual factor \(2\pi\) is absorbed into \(h\), which may be any real vector; no lattice is assumed. In Lean, `h ⬝ᵥ r` is the dot product.

```lean
/-- The phase factor `exp(i h·r)` of a point scatterer at `r` for the scattering vector `h`. -/
def wave (h r : Fin d → ℝ) : ℂ := Complex.exp (((h ⬝ᵥ r : ℝ) : ℂ) * Complex.I)
```

The unitary structure factor is the weighted mean of these phase factors,

\[
U(h)=\sum_j w_j\,e^{ih\cdot x_j}.
\]

The same weights serve for every \(h\). This is right for point scatterers, and for atoms whose form factors all have the same shape and whose thermal smearing is the same. Elements with differently shaped form factors have weights that vary with \(h\), and the model leaves this out.

```lean
/-- The unitary structure factor `U(h) = ∑ j, w j exp(i h·x j)` of atoms at `x j` with
weights `w j`. -/
def structureFactor (w : ι → ℝ) (x : ι → Fin d → ℝ) (h : Fin d → ℝ) : ℂ :=
  ∑ j, (w j : ℂ) * wave h (x j)
```

## The covariance of two phase factors

The three reflections are linked by the addition rule for exponentials:

\[
e^{i(h+k)\cdot r}=e^{ih\cdot r}\,e^{ik\cdot r}.
\]

```lean
/-- Phase factors multiply when scattering vectors are added. -/
theorem wave_add (h k r : Fin d → ℝ) : wave (h + k) r = wave h r * wave k r := by
  unfold wave
  rw [add_dotProduct, Complex.ofReal_add, add_mul, Complex.exp_add]
```

Regard the weights as probabilities, so that \(U(h)\) is the mean of \(e^{ih\cdot x_j}\). The covariance of the phase factors for \(h\) and \(k\), taken without complex conjugation, is

\[
\begin{aligned}
&\sum_j w_j\,\bigl(e^{ih\cdot x_j}-U(h)\bigr)\bigl(e^{ik\cdot x_j}-U(k)\bigr)\\
&\quad=\sum_j w_j e^{i(h+k)\cdot x_j}-U(k)\sum_j w_je^{ih\cdot x_j}-U(h)\sum_j w_je^{ik\cdot x_j}+U(h)U(k)\sum_j w_j\\
&\quad=U(h+k)-U(h)U(k).
\end{aligned}
\]

The step `hexp` is the second line. The `change` then recognises the sums as structure factors, and `ring` collects the terms. Only the normalisation `hw1` is used; the signs of the weights play no part yet.

```lean
/-- For weights summing to one, the weighted covariance of the phase factors for `h` and `k`
is `U(h+k) - U(h) U(k)`. -/
theorem covariance (hw1 : ∑ j, w j = 1) (h k : Fin d → ℝ) :
    ∑ j, (w j : ℂ) * ((wave h (x j) - structureFactor w x h) *
      (wave k (x j) - structureFactor w x k)) =
    structureFactor w x (h + k) - structureFactor w x h * structureFactor w x k := by
  have hs : ∑ j, (w j : ℂ) = 1 := by exact_mod_cast hw1
  have hexp : ∑ j, (w j : ℂ) * ((wave h (x j) - structureFactor w x h) *
      (wave k (x j) - structureFactor w x k)) =
      ∑ j, (w j : ℂ) * wave (h + k) (x j)
        - structureFactor w x k * ∑ j, (w j : ℂ) * wave h (x j)
        - structureFactor w x h * ∑ j, (w j : ℂ) * wave k (x j)
        + structureFactor w x h * structureFactor w x k * ∑ j, (w j : ℂ) := by
    rw [Finset.mul_sum, Finset.mul_sum, Finset.mul_sum, ← Finset.sum_sub_distrib,
      ← Finset.sum_sub_distrib, ← Finset.sum_add_distrib]
    refine Finset.sum_congr rfl fun j _ => ?_
    rw [wave_add]
    ring
  rw [hexp, hs]
  change structureFactor w x (h + k) - structureFactor w x k * structureFactor w x h
    - structureFactor w x h * structureFactor w x k
    + structureFactor w x h * structureFactor w x k * 1 = _
  ring
```

## The variance of one phase factor

Each phase factor has modulus one, so

\[
\bigl|e^{ih\cdot x_j}-U(h)\bigr|^2
=1+|U(h)|^2-2\,\mathrm{Re}\,U(h)\cos(h\cdot x_j)-2\,\mathrm{Im}\,U(h)\sin(h\cdot x_j).
\]

The weighted means of the cosine and the sine are \(\mathrm{Re}\,U(h)\) and \(\mathrm{Im}\,U(h)\). Summing with the weights therefore gives

\[
\sum_j w_j\bigl|e^{ih\cdot x_j}-U(h)\bigr|^2=1+|U(h)|^2-2|U(h)|^2=1-|U(h)|^2 .
\]

In the proof, `hp` is the expansion for one atom, and `hre` and `him` identify the two means.

```lean
/-- For weights summing to one, the weighted variance of the phase factor for `h`
is `1 - |U(h)|²`. -/
theorem variance (hw1 : ∑ j, w j = 1) (h : Fin d → ℝ) :
    ∑ j, w j * ‖wave h (x j) - structureFactor w x h‖ ^ 2 =
      1 - ‖structureFactor w x h‖ ^ 2 := by
  have hre : (structureFactor w x h).re = ∑ j, w j * (wave h (x j)).re := by
    simp [structureFactor]
  have him : (structureFactor w x h).im = ∑ j, w j * (wave h (x j)).im := by
    simp [structureFactor]
  -- expand each squared deviation, using that a phase factor has modulus one
  have hp : ∀ j, w j * ‖wave h (x j) - structureFactor w x h‖ ^ 2 =
      (1 + ‖structureFactor w x h‖ ^ 2) * w j
        - 2 * (structureFactor w x h).re * (w j * (wave h (x j)).re)
        - 2 * (structureFactor w x h).im * (w j * (wave h (x j)).im) := by
    intro j
    have h1 : (wave h (x j)).re * (wave h (x j)).re
        + (wave h (x j)).im * (wave h (x j)).im = 1 := by
      rw [← Complex.normSq_apply, ← Complex.sq_norm, wave, Complex.norm_exp_ofReal_mul_I,
        one_pow]
    simp only [Complex.sq_norm, Complex.normSq_apply, Complex.sub_re, Complex.sub_im]
    linear_combination (w j) * h1
  rw [Finset.sum_congr rfl (fun j _ => hp j), Finset.sum_sub_distrib, Finset.sum_sub_distrib,
    ← Finset.mul_sum, ← Finset.mul_sum, ← Finset.mul_sum, hw1, ← hre, ← him,
    Complex.sq_norm, Complex.normSq_apply]
  ring
```

## A disc that contains \(U(h+k)\)

Write \(u_j=e^{ih\cdot x_j}-U(h)\) and \(v_j=e^{ik\cdot x_j}-U(k)\). Since \(w_j\ge0\), each weight splits into two square roots, and the triangle and Cauchy–Schwarz inequalities give

\[
\Bigl|\sum_j w_ju_jv_j\Bigr|^2\le\Bigl(\sum_j \sqrt{w_j}\,|u_j|\,\sqrt{w_j}\,|v_j|\Bigr)^2\le\sum_j w_j|u_j|^2\,\sum_j w_j|v_j|^2 .
\]

Inserting the covariance and the two variances yields

\[
|U(h+k)-U(h)U(k)|^2\le\bigl(1-|U(h)|^2\bigr)\bigl(1-|U(k)|^2\bigr).
\]

Once \(U(h)\) and \(U(k)\) are known, \(U(h+k)\) is confined to a disc around their product. The disc shrinks to a point if either modulus is one. The `calc` block has the same two inequalities in the same order.

```lean
/-- For nonnegative weights summing to one, `U(h+k)` lies in the disc centred at `U(h) U(k)`
whose squared radius is `(1 - |U(h)|²)(1 - |U(k)|²)`. -/
theorem disc_bound (hw : ∀ j, 0 ≤ w j) (hw1 : ∑ j, w j = 1) (h k : Fin d → ℝ) :
    ‖structureFactor w x (h + k) - structureFactor w x h * structureFactor w x k‖ ^ 2 ≤
      (1 - ‖structureFactor w x h‖ ^ 2) * (1 - ‖structureFactor w x k‖ ^ 2) := by
  have hs : ∀ j, Real.sqrt (w j) ^ 2 = w j := fun j => Real.sq_sqrt (hw j)
  rw [← covariance hw1 h k, ← variance hw1 h, ← variance hw1 k]
  -- split each weight into two square roots and apply Cauchy-Schwarz
  calc _ ≤ (∑ j, (Real.sqrt (w j) * ‖wave h (x j) - structureFactor w x h‖) *
        (Real.sqrt (w j) * ‖wave k (x j) - structureFactor w x k‖)) ^ 2 := by
        refine pow_le_pow_left₀ (norm_nonneg _) ?_ 2
        refine (norm_sum_le _ _).trans (le_of_eq (Finset.sum_congr rfl fun j _ => ?_))
        rw [norm_mul, norm_mul, Complex.norm_real, Real.norm_of_nonneg (hw j)]
        linear_combination (-(‖wave h (x j) - structureFactor w x h‖ *
          ‖wave k (x j) - structureFactor w x k‖)) * hs j
    _ ≤ (∑ j, (Real.sqrt (w j) * ‖wave h (x j) - structureFactor w x h‖) ^ 2) *
        (∑ j, (Real.sqrt (w j) * ‖wave k (x j) - structureFactor w x k‖) ^ 2) :=
        Finset.sum_mul_sq_le_sq_mul_sq _ _ _
    _ = _ := by simp only [mul_pow, hs]
```

## The triplet inequality for complex values

Expand the square on the left:

\[
|U(h+k)|^2-2\,\mathrm{Re}\bigl(U(h)U(k)U(h+k)^*\bigr)+|U(h)|^2|U(k)|^2 .
\]

The right-hand side is \(1-|U(h)|^2-|U(k)|^2+|U(h)|^2|U(k)|^2\). The quartic terms cancel, leaving

\[
|U(h)|^2+|U(k)|^2+|U(h+k)|^2\le1+2\,\mathrm{Re}\bigl(U(h)U(k)U(h+k)^*\bigr).
\]

Lean writes the disc bound in real and imaginary parts, and `nlinarith` does the cancellation. No symmetry of the structure is assumed.

```lean
/-- The triplet inequality for complex structure factors, with nonnegative weights summing
to one: `|U(h)|² + |U(k)|² + |U(h+k)|² ≤ 1 + 2 Re(U(h) U(k) U(h+k)*)`. -/
theorem triplet_inequality (hw : ∀ j, 0 ≤ w j) (hw1 : ∑ j, w j = 1) (h k : Fin d → ℝ) :
    ‖structureFactor w x h‖ ^ 2 + ‖structureFactor w x k‖ ^ 2
      + ‖structureFactor w x (h + k)‖ ^ 2 ≤
    1 + 2 * (structureFactor w x h * structureFactor w x k *
      conj (structureFactor w x (h + k))).re := by
  have hd := disc_bound (x := x) hw hw1 h k
  simp only [Complex.sq_norm, Complex.normSq_apply, Complex.sub_re, Complex.sub_im,
    Complex.mul_re, Complex.mul_im, Complex.conj_re, Complex.conj_im] at hd ⊢
  nlinarith [hd]
```

If the left-hand side exceeds one, the real part on the right must be positive. The phase of the triplet product then lies strictly within \(90^\circ\) of zero.

```lean
/-- For nonnegative weights summing to one, if the squared moduli of `U(h)`, `U(k)` and
`U(h+k)` add up to more than one, then `U(h) U(k) U(h+k)*` has positive real part. -/
theorem triplet_phase (hw : ∀ j, 0 ≤ w j) (hw1 : ∑ j, w j = 1) (h k : Fin d → ℝ)
    (hbig : 1 < ‖structureFactor w x h‖ ^ 2 + ‖structureFactor w x k‖ ^ 2
      + ‖structureFactor w x (h + k)‖ ^ 2) :
    0 < (structureFactor w x h * structureFactor w x k *
      conj (structureFactor w x (h + k))).re := by
  linarith [triplet_inequality (x := x) hw hw1 h k]
```

## Real values and the sign of \(c\)

Now suppose that the three structure factors are real numbers, \(a=U(h)\), \(b=U(k)\) and \(c=U(h+k)\). Conjugation does nothing, and the inequality becomes

\[
a^2+b^2+c^2\le1+2abc .
\]

The hypotheses `ha`, `hb` and `hc` say that the complex structure factors equal these real numbers. Reality is required only of these three values.

```lean
/-- For nonnegative weights summing to one and real values `a = U(h)`, `b = U(k)`,
`c = U(h+k)`, one has `a² + b² + c² ≤ 1 + 2abc`. -/
theorem real_triplet_inequality (hw : ∀ j, 0 ≤ w j) (hw1 : ∑ j, w j = 1)
    {h k : Fin d → ℝ} {a b c : ℝ} (ha : structureFactor w x h = a)
    (hb : structureFactor w x k = b) (hc : structureFactor w x (h + k) = c) :
    a ^ 2 + b ^ 2 + c ^ 2 ≤ 1 + 2 * (a * b * c) := by
  have ht := triplet_inequality (x := x) hw hw1 h k
  rw [ha, hb, hc] at ht
  simpa only [Complex.norm_real, Real.norm_eq_abs, sq_abs, Complex.conj_ofReal,
    ← Complex.ofReal_mul, Complex.ofReal_re] using ht
```

If \(a^2+b^2+c^2>1\), then \(2abc\ge a^2+b^2+c^2-1>0\). Hence \(ab\) and \(c\) are both positive or both negative, so

\[
\operatorname{sign}c=\operatorname{sign}a\,\operatorname{sign}b .
\]

The condition involves only squares, which the intensities supply. The proof obtains `hpos` from the inequality and then treats the two cases separately.

```lean
/-- The triplet sign relation: for nonnegative weights summing to one and real values
`a = U(h)`, `b = U(k)`, `c = U(h+k)` with `a² + b² + c² > 1`, the product `abc` is positive
and the sign of `c` is the product of the signs of `a` and `b`. -/
theorem triplet_sign (hw : ∀ j, 0 ≤ w j) (hw1 : ∑ j, w j = 1)
    {h k : Fin d → ℝ} {a b c : ℝ} (ha : structureFactor w x h = a)
    (hb : structureFactor w x k = b) (hc : structureFactor w x (h + k) = c)
    (hbig : 1 < a ^ 2 + b ^ 2 + c ^ 2) :
    0 < a * b * c ∧ SignType.sign c = SignType.sign a * SignType.sign b := by
  have hpos : 0 < a * b * c := by linarith [real_triplet_inequality hw hw1 ha hb hc]
  refine ⟨hpos, ?_⟩
  rcases mul_pos_iff.mp hpos with ⟨h1, h2⟩ | ⟨h1, h2⟩
  · rw [← sign_mul, sign_pos h1, sign_pos h2]
  · rw [← sign_mul, sign_neg h1, sign_neg h2]
```

For a numerical instance, put an atom of weight \(0.1\) at the origin of a line and atoms of weight \(0.45\) at \(\pm1\). Then \(U(h)=0.1+0.9\cos h\). With \(h=\pi\) and \(k=\pi/3\),

\[
a=-0.8,\qquad b=0.55,\qquad c=0.1+0.9\cos\tfrac{4\pi}{3}=-0.35 .
\]

The squares add up to \(0.64+0.3025+0.1225=1.065>1\), and \(abc=0.154\) is positive. The inequality reads \(1.065\le1.308\). Someone who knew \(a\), \(b\) and only the modulus \(|c|=0.35\) could rule out \(c=+0.35\), since the right-hand side would then be \(0.692\). The same comparison can settle a sign even when the squares add up to one or less: a product \(abc\le0\) is ruled out whenever \(a^2+b^2+c^2+2|abc|>1\).

## Inversion symmetry makes the values real

Suppose that inversion through the origin permutes the atoms: there is a permutation \(\sigma\) of the labels with \(w_{\sigma(j)}=w_j\) and \(x_{\sigma(j)}=-x_j\). Relabelling the sum gives

\[
\mathrm{Im}\,U(h)=\sum_j w_j\sin(h\cdot x_j)=\sum_j w_{\sigma(j)}\sin(h\cdot x_{\sigma(j)})=-\,\mathrm{Im}\,U(h),
\]

so the imaginary part vanishes for every \(h\). The theorem says that \(U(h)\) equals its own real part, which is the form that `ha`, `hb` and `hc` need. In the code, `hsum` is the relabelling.

In a crystal, an atom on an inversion centre away from the origin is sent to a lattice translate of itself, which is not in the list of atoms. Such an atom at \(x\) can be entered as two atoms of half the weight at \(x\) and \(-x\). This leaves \(U(h)\) unchanged for every reciprocal-lattice vector \(h\). Once the remaining atoms away from the origin are also listed in pairs at \(x\) and \(-x\), using lattice translates where necessary, the theorem applies.

```lean
/-- If inversion through the origin permutes the atoms and preserves their weights, every
structure factor is real. -/
theorem centrosymmetric_real (σ : Equiv.Perm ι) (hσw : ∀ j, w (σ j) = w j)
    (hσx : ∀ j, x (σ j) = -x j) (h : Fin d → ℝ) :
    structureFactor w x h = ((structureFactor w x h).re : ℂ) := by
  have him : (structureFactor w x h).im = ∑ j, w j * (wave h (x j)).im := by
    simp [structureFactor]
  have hneg : ∀ r, (wave h (-r)).im = -(wave h r).im := by
    intro r
    unfold wave
    rw [Complex.exp_ofReal_mul_I_im, Complex.exp_ofReal_mul_I_im, dotProduct_neg, Real.sin_neg]
  -- relabelling the atoms by the inversion reverses the imaginary part
  have hsum := Equiv.sum_comp σ (fun j => w j * (wave h (x j)).im)
  simp only [hσw, hσx, hneg, mul_neg, Finset.sum_neg_distrib] at hsum
  refine Complex.ext (Complex.ofReal_re _).symm ?_
  rw [Complex.ofReal_im]
  linarith
```

## Two atoms exactly at the threshold

Place two atoms of weight \(\tfrac12\) at \(0\) and \(\pi\) on a line, and take \(h=k=1\). Then

\[
a=b=\tfrac12\bigl(1+e^{i\pi}\bigr)=0,\qquad c=\tfrac12\bigl(1+e^{2\pi i}\bigr)=1 .
\]

The squares add up to exactly one, while \(abc=0\) and \(\operatorname{sign}c\ne\operatorname{sign}a\,\operatorname{sign}b\). With \(\ge1\) in place of \(>1\), both conclusions of `triplet_sign` would therefore fail. In the statement, `![1]` is a vector with one component, and `![1] + ![1]` is \(h+k\).

```lean
/-- Two atoms of weight `1/2` at `0` and `π` on a line have `U(1) = 0` and `U(1+1) = 1`. -/
theorem threshold_sharp :
    structureFactor (fun _ : Fin 2 => (1 / 2 : ℝ)) ![![0], ![Real.pi]] ![1] = 0 ∧
    structureFactor (fun _ : Fin 2 => (1 / 2 : ℝ)) ![![0], ![Real.pi]] (![1] + ![1]) = 1 := by
  have hU : ∀ q : Fin 1 → ℝ,
      structureFactor (fun _ : Fin 2 => (1 / 2 : ℝ)) ![![0], ![Real.pi]] q =
        1 / 2 * wave q ![0] + 1 / 2 * wave q ![Real.pi] := by
    intro q
    simp [structureFactor, Fin.sum_univ_two]
  have w0 : wave ![1] ![0] = 1 := by simp [wave, dotProduct]
  have w1 : wave ![1] ![Real.pi] = -1 := by simp [wave, dotProduct]
  constructor
  · rw [hU, w0, w1]
    norm_num
  · rw [hU, wave_add, wave_add, w0, w1]
    norm_num

end

end TripletSignRelation
```

```lean
#print axioms TripletSignRelation.triplet_phase
#print axioms TripletSignRelation.triplet_sign
#print axioms TripletSignRelation.centrosymmetric_real
#print axioms TripletSignRelation.threshold_sharp
```

```
'TripletSignRelation.triplet_phase' depends on axioms: [propext, Classical.choice, Quot.sound]
'TripletSignRelation.triplet_sign' depends on axioms: [propext, Classical.choice, Quot.sound]
'TripletSignRelation.centrosymmetric_real' depends on axioms: [propext, Classical.choice, Quot.sound]
'TripletSignRelation.threshold_sharp' depends on axioms: [propext, Classical.choice, Quot.sound]
```

## Signs in a structure determination

In a centrosymmetric structure determination, the measured intensities are corrected for absorption and for the Lorentz and polarisation factors, put on an absolute scale, corrected for thermal motion and divided by the squared sum of the atomic form factors, which gives \(|U|^2\). A program can then run through pairs \(h,k\) for which \(h+k\) was also measured and add the three values. Where the fixed-weight model holds, each sum that exceeds one by more than the experimental error yields an equation between three signs. A few signs can be fixed by choosing among the inversion centres as origin, and the equations carry them on to other reflections.

For \(N\) equal atoms in general positions, \(|U|\) is typically about \(1/\sqrt N\), so large structures seldom reach the threshold. Direct methods then rely on the probabilistic triplet relation, which makes a positive product likely for strong reflections even where the inequality leaves the sign open.

In quantum scattering theory, the inequality constrains the phases of first-Born elastic amplitudes divided by the forward amplitude, for finitely many point scatterers with fixed nonnegative weights. Neutron scattering lengths of mixed sign violate that last condition.
